# The simple pole and the beta function fix all higher poles of a renormalization constant and its anomalous dimension

The theorem `existsUnique_poles` concerns a renormalization constant $Z = \sum_k z_k(a)\,u^k$, where $u$ is the inverse regulator and the $z_k$ are formal power series in the coupling $a$ with rational coefficients, $z_0 = 1$ and $z_k(0) = 0$ for $k \ge 1$. Given series $\beta$ and $w$ without constant term, it states that exactly one pair, consisting of the sequence $(z_k)$ and a series $\gamma$, satisfies $(u\beta - a)\,\partial Z/\partial a = u\gamma Z$ with $z_1 = w$. Everything is formal, and no convergence is claimed. For existence, the proof takes $\gamma = -a w'$ and builds the poles recursively from $a z_{k+1}' = \beta z_k' + a w' z_k$, inverting $a\,d/da$ at each step. For uniqueness, it shows by induction that any solution has these same poles, and then reads off $\gamma$ from the simple pole.

The first attempt, which Lean rejects:

```lean
import Mathlib

open PowerSeries

namespace ExistsUniquePoles

noncomputable section

/-- Differentiation with respect to the coupling `a`. -/
local notation "∂ₐ" => PowerSeries.derivative ℚ

/-- The renormalization constant `Z = ∑ z_k u^k`, a series in the inverse regulator `u` with
coefficients in `ℚ⟦a⟧`, has `z_0 = 1` and `z_k(0) = 0` for `k ≥ 1`, and obeys the
renormalization-group equation `(u β - a) ∂Z/∂a = u γ Z`. -/
structure IsPoleSolution (β γ : ℚ⟦X⟧) (z : ℕ → ℚ⟦X⟧) : Prop where
  zero : z 0 = 1
  vanish : ∀ k, coeff 0 (z (k + 1)) = 0
  rge : (X * C β - C X) * PowerSeries.mk (fun k => ∂ₐ (z k)) = X * C γ * PowerSeries.mk z

/-- The operator `a d/da` multiplies the coefficient of `a^n` by `n`. -/
theorem coeff_euler (f : ℚ⟦X⟧) (n : ℕ) : coeff n (X * ∂ₐ f) = n * coeff n f := by
  cases n with
  | zero => rw [coeff_zero_X_mul]; simp
  | succ n => rw [coeff_succ_X_mul, coeff_derivative]; push_cast; ring

/-- A series in the coupling is fixed by its constant term and its image under `a d/da`. -/
theorem euler_ext {f g : ℚ⟦X⟧} (h0 : coeff 0 f = coeff 0 g)
    (h : X * ∂ₐ f = X * ∂ₐ g) : f = g := by
  ext n
  by_cases hn : n = 0
  · rw [hn]; exact h0
  · have h1 := congrArg (coeff n) h
    rw [coeff_euler, coeff_euler] at h1
    exact mul_left_cancel₀ (Nat.cast_ne_zero.mpr hn) h1

/-- If `z_0 = 1`, the renormalization-group equation for `Z` is equivalent to the pole equations
`β z_k' - a z_{k+1}' = γ z_k` for all `k`. -/
theorem rge_iff_pole_by_pole (β γ : ℚ⟦X⟧) (z : ℕ → ℚ⟦X⟧) (hz : z 0 = 1) :
    (X * C β - C X) * PowerSeries.mk (fun k => ∂ₐ (z k)) = X * C γ * PowerSeries.mk z ↔
      ∀ k, β * ∂ₐ (z k) - X * ∂ₐ (z (k + 1)) = γ * z k := by
  rw [PowerSeries.ext_iff]
  constructor
  · intro h k
    -- compare the coefficients of u^(k+1)
    have hk := h (k + 1)
    simp only [sub_mul, mul_assoc, map_sub, coeff_succ_X_mul, coeff_C_mul, coeff_mk] at hk
    exact hk
  · intro h n
    cases n with
    | zero =>
      simp only [sub_mul, mul_assoc, map_sub, coeff_zero_X_mul, coeff_C_mul, coeff_mk, hz,
        Derivation.map_one_eq_zero, mul_zero, sub_zero]
    | succ k =>
      simp only [sub_mul, mul_assoc, map_sub, coeff_succ_X_mul, coeff_C_mul, coeff_mk]
      exact h k

/-- In a solution, the anomalous dimension is read off from the simple pole: `γ = -a z_1'`. -/
theorem IsPoleSolution.gamma_eq {β γ : ℚ⟦X⟧} {z : ℕ → ℚ⟦X⟧} (h : IsPoleSolution β γ z) :
    γ = -(X * ∂ₐ (z 1)) := by
  have h0 := (rge_iff_pole_by_pole β γ z h.zero).1 h.rge 0
  rw [h.zero, Derivation.map_one_eq_zero, zero_add] at h0
  linear_combination -h0

/-- In a solution, `β`, `z_1` and `z_k` give the derivative of `z_{k+1}`:
`a z_{k+1}' = β z_k' + a z_1' z_k`. -/
theorem IsPoleSolution.recursion {β γ : ℚ⟦X⟧} {z : ℕ → ℚ⟦X⟧} (h : IsPoleSolution β γ z)
    (k : ℕ) : X * ∂ₐ (z (k + 1)) = β * ∂ₐ (z k) + X * ∂ₐ (z 1) * z k := by
  have hk := (rge_iff_pole_by_pole β γ z h.zero).1 h.rge k
  rw [h.gamma_eq] at hk
  linear_combination -hk

/-- The inverse of `a d/da` on series without constant term: the coefficient of `a^n` is divided
by `n` for `n ≥ 1`, and the constant term is set to zero. -/
def eulerInv (f : ℚ⟦X⟧) : ℚ⟦X⟧ :=
  PowerSeries.mk fun n => if n = 0 then 0 else coeff n f / n

/-- The pole coefficients built recursively from `β` and a simple pole `w`. -/
def poles (β w : ℚ⟦X⟧) : ℕ → ℚ⟦X⟧
  | 0 => 1
  | k + 1 => eulerInv (β * ∂ₐ (poles β w k) + X * ∂ₐ w * poles β w k)

/-- On series without constant term, `eulerInv` is undone by `a d/da`. -/
theorem euler_eulerInv {f : ℚ⟦X⟧} (hf : coeff 0 f = 0) : X * ∂ₐ (eulerInv f) = f := by
  ext n
  rw [coeff_euler, eulerInv, coeff_mk]
  by_cases hn : n = 0
  · rw [hn, hf]; simp
  · have hn' : (n : ℚ) ≠ 0 := Nat.cast_ne_zero.mpr hn
    rw [if_neg hn]
    field_simp

/-- If `β` and `w` have no constant term, there is exactly one choice of all pole coefficients
and of `γ` that solves the renormalization-group equation with simple pole `z_1 = w`. -/
theorem existsUnique_poles (β w : ℚ⟦X⟧) (hβ : coeff 0 β = 0) (hw : coeff 0 w = 0) :
    ∃! p : (ℕ → ℚ⟦X⟧) × ℚ⟦X⟧, IsPoleSolution β p.2 p.1 ∧ p.1 1 = w := by
  have hβ' : constantCoeff β = 0 := by simpa using hβ
  have hv : ∀ k, coeff 0 (poles β w (k + 1)) = 0 := fun k => by
    rw [poles, eulerInv, coeff_mk, if_pos rfl]
  have hr : ∀ k, X * ∂ₐ (poles β w (k + 1)) =
      β * ∂ₐ (poles β w k) + X * ∂ₐ w * poles β w k := fun k => by
    rw [poles]
    exact euler_eulerInv (by simp [hβ'])
  refine ⟨(poles β w, -(X * ∂ₐ w)), ⟨⟨rfl, hv, ?_⟩, ?_⟩, ?_⟩
  · refine (rge_iff_pole_by_pole _ _ _ rfl).2 fun k => ?_
    linear_combination -(hr k)
  · refine euler_ext ((hv 0).trans hw.symm) ?_
    have h0 := hr 0
    rw [poles, Derivation.map_one_eq_zero, mul_zero, zero_add, mul_one] at h0
    exact h0
  · -- uniqueness: the recursion fixes one pole after the other
    rintro ⟨z, γ⟩ ⟨h, h1⟩
    dsimp only at h h1
    have hz : z = poles β w := by
      funext k
      induction k with
      | zero => exact h.zero
      | succ k ih =>
        refine euler_ext ((h.vanish k).trans (hv k).symm) ?_
        rw [h.recursion k, hr k, ih, h1]
    have hγ : γ = -(X * ∂ₐ w) := by rw [h.gamma_eq, h1]
    rw [hz, hγ]

end

end ExistsUniquePoles
```

The error:

```
Main.lean:109:4: error: Type mismatch
  h0
has type
  X * ∂ₐ (poles β w 1) = 0 + X * ∂ₐ w
but is expected to have type
  X * ∂ₐ ((poles β w, -(X * ∂ₐ w)).1 1) = X * ∂ₐ w
```

The error lies in the check that the constructed first pole is `w`. Lean reports that `h0` still has `0 + X * ∂ₐ w` on the right, where the goal has `X * ∂ₐ w`.

The hypothesis `h0` is `hr 0`, so its left side contains `poles β w (0 + 1)`, with a sum of natural numbers in the index. After `mul_zero`, the right side also begins with a zero, this time a power series. A single `rw [zero_add]` fixes its argument at the first match and rewrites only instances of that same expression. Here it turned the index `0 + 1` into `1`, as the message shows, and left the sum of series alone. `exact` does not accept the remaining `0 +` as equal by definition to the side without it.

The repair adds a second `zero_add`. With the index already simplified, this one removes the zero series, and `h0` then fits the goal. The pair projection `(poles β w, -(X * ∂ₐ w)).1 1` in the expected type is no obstacle, since it reduces to `poles β w 1` by definition.

After these edits no error is left:

```diff
@@ -106,5 +106,5 @@
   · refine euler_ext ((hv 0).trans hw.symm) ?_
     have h0 := hr 0
-    rw [poles, Derivation.map_one_eq_zero, mul_zero, zero_add, mul_one] at h0
+    rw [poles, Derivation.map_one_eq_zero, mul_zero, zero_add, zero_add, mul_one] at h0
     exact h0
   · -- uniqueness: the recursion fixes one pole after the other
```
